# For one electron, a contracted basis reproduces the lowest energy of its primitive basis exactly when its span contains a primitive-basis ground state

Let \(H\) be the Hamiltonian of one electron, projected onto a primitive basis of two orthonormal functions \(e_0,e_1\), with \(He_0=0\) and \(He_1=e_1\). Contract them to the single function \(g=\cos\theta\,e_0+\sin\theta\,e_1\). Its energy is \(\sin^2\theta\), which reaches the lowest eigenvalue 0 only when \(g=\pm e_0\). With several contracted functions I am less sure. None of them need be an eigenvector, and the variational calculation is free to mix them. If the contracted calculation returns exactly the lowest energy of the primitive basis, must the ground state be in the contracted space, or can the energy agree by some cancellation?

## Energies above the ground level cannot cancel

The ground state must be there, or one of the ground states if the level is degenerate. The contracted functions \(e_0+e_1\) and \(e_0-e_1\) show what can happen: neither is an eigenvector, but their span contains \(e_0\).

Let \(V\) be the primitive space, of dimension \(n\), let \(H\) be symmetric on it with lowest eigenvalue \(E_0\), and let \(W\ne\{0\}\) be the contracted subspace. Choose an orthonormal eigenbasis \(b_i\), \(i=0,\dots,n-1\), with \(Hb_i=\lambda_ib_i\), and write \(c_i=\langle b_i,x\rangle\). Symmetry gives \(\langle b_i,Hx\rangle=\langle Hb_i,x\rangle=\lambda_ic_i\). Hence \(\langle x,Hx\rangle=\sum_i\lambda_ic_i^2\), while \(\|x\|^2=\sum_ic_i^2\), and for any real \(E\)

\[
\langle x,Hx\rangle-E\|x\|^2=\sum_{i=0}^{n-1}(\lambda_i-E)c_i^2 .
\]

For \(E=E_0\) no term is negative, so \(\langle x,Hx\rangle\ge E_0\|x\|^2\). If equality holds, every term vanishes: for each \(i\), either \(\lambda_i=E_0\) or \(c_i=0\). In both cases \(\langle b_i,Hx-E_0x\rangle=(\lambda_i-E_0)c_i=0\), and therefore \(Hx=E_0x\).

It remains to know that the minimum over \(W\) is reached. The quotient \(R(x)=\langle x,Hx\rangle/\|x\|^2\) does not change when \(x\) is rescaled, so unit vectors suffice. The unit sphere of \(W\) is compact and nonempty, and \(\langle x,Hx\rangle\) is continuous, so some unit vector \(u\in W\) minimises \(R\). The bound gives \(R(u)\ge E_0\). If \(R(u)=E_0\), the equality case makes \(u\) an eigenvector for \(E_0\). Conversely, if \(W\) contains such an eigenvector \(y\), then \(R(y)=E_0\), so the minimum is at most \(E_0\) and hence equal to it.

The equality case fails for a level strictly between the lowest and the highest. With eigenvalues 0, 1 and 2, an equal mixture of the outer two eigenvectors has mean energy 1 without being an eigenvector.

For \(W\) spanned by one function \(g\ne0\), any eigenvector in \(W\) is \(cg\) with \(c\ne0\). Dividing by \(c\) shows that the energy is \(E_0\) exactly when \(Hg=E_0g\).

If \(W\) contains a good approximation to a ground state, the error in the energy is at most of second order in the deviation. The bound behind this holds for any eigenvector. Suppose \(Hg=Eg\), let \(x\in W\) be nonzero, and put \(d=x-g\). Since \((H-E)g=0\),

\[
\langle x,(H-E)x\rangle=\langle g+d,(H-E)d\rangle
=\langle (H-E)g,d\rangle+\langle d,(H-E)d\rangle=\langle d,(H-E)d\rangle .
\]

Dividing by \(\|x\|^2\), and using that the contracted energy is at most \(R(x)\), gives

\[
\min_W R-E\le\frac{\langle d,Hd\rangle-E\|d\|^2}{\|x\|^2}.
\]

## What the Lean statement says about a basis set

The main theorem is `contraction_exact_iff`. Its objects correspond to the physics as follows.

- `V` is a finite-dimensional real inner-product space, here the span of the primitive Gaussians. Its inner product is the overlap, so the primitives themselves need not be orthogonal.
- `H : V →ₗ[ℝ] V` with `H.IsSymmetric` is the Hamiltonian projected onto that span.
- `IsGroundEnergy H E0` says that `E0` is the least eigenvalue of `H`. It is the lowest energy in the primitive basis, not the complete-basis limit.
- `W : Submodule ℝ V` is the span of the contracted functions, and `W ≠ ⊥` says that it is not the zero space.
- `meanEnergy H x` is \(R(x)\), so vectors need not be normalised. `contractedEnergy H W` is the infimum of \(R\) over the nonzero vectors of `W`.

The conclusion is that `E0 ≤ contractedEnergy H W`, with equality if and only if some `x ∈ W` satisfies `End.HasEigenvector H E0 x`, which includes `x ≠ 0`.

For a one-electron atom in a finite primitive basis, this means that contracting with the atom's ground-state coefficients costs nothing in the ground-state energy obtained in that basis. In a molecule \(H\) is different, and the same contraction generally has an error. Hartree–Fock minimises over Slater determinants, which in general do not form a subspace, so the theorem does not apply to it directly.

```lean
import Mathlib

open Module

namespace BasisContraction

noncomputable section

variable {V : Type*} [NormedAddCommGroup V] [InnerProductSpace ℝ V]

/-- The mean energy (Rayleigh quotient) of a nonzero, not necessarily normalised, vector `x`. -/
def meanEnergy (H : V →ₗ[ℝ] V) (x : V) : ℝ := inner ℝ x (H x) / ‖x‖ ^ 2

/-- `E0` is the lowest eigenvalue of `H`. -/
def IsGroundEnergy (H : V →ₗ[ℝ] V) (E0 : ℝ) : Prop :=
  IsLeast {μ : ℝ | End.HasEigenvalue H μ} E0

/-- The variational energy in the contracted basis: the infimum of the mean energy over the nonzero
vectors of the subspace `W`, for nonzero finite-dimensional `W`. -/
def contractedEnergy (H : V →ₗ[ℝ] V) (W : Submodule ℝ V) : ℝ :=
  sInf (meanEnergy H '' {x | x ∈ W ∧ x ≠ 0})

variable [FiniteDimensional ℝ V] {H : V →ₗ[ℝ] V} {E0 : ℝ} {W : Submodule ℝ V}

/-- The component of `H x` along an eigenvector of the symmetric operator `H` is the eigenvalue
times the component of `x`. -/
theorem inner_eigenbasis_apply (hH : H.IsSymmetric) (x : V) (i : Fin (finrank ℝ V)) :
    inner ℝ (hH.eigenvectorBasis rfl i) (H x) =
      hH.eigenvalues rfl i * inner ℝ (hH.eigenvectorBasis rfl i) x := by
  rw [← hH (hH.eigenvectorBasis rfl i) x, hH.apply_eigenvectorBasis, inner_smul_left]
  simp

/-- For symmetric `H`, the energy of `x` relative to a reference `E` is the sum over an orthonormal
eigenbasis of the eigenvalues relative to `E`, weighted by the squared components of `x`. -/
theorem excess_eq_sum (hH : H.IsSymmetric) (E : ℝ) (x : V) :
    inner ℝ x (H x) - E * ‖x‖ ^ 2 = ∑ i : Fin (finrank ℝ V),
      (hH.eigenvalues rfl i - E) * (inner ℝ (hH.eigenvectorBasis rfl i) x) ^ 2 := by
  have h1 := (hH.eigenvectorBasis rfl).sum_inner_mul_inner x (H x)
  have h2 := (hH.eigenvectorBasis rfl).sum_inner_mul_inner x x
  rw [← real_inner_self_eq_norm_sq, ← h1, ← h2, Finset.mul_sum, ← Finset.sum_sub_distrib]
  refine Finset.sum_congr rfl fun i _ => ?_
  have hc : inner ℝ x (hH.eigenvectorBasis rfl i) = inner ℝ (hH.eigenvectorBasis rfl i) x :=
    real_inner_comm _ _
  rw [inner_eigenbasis_apply hH x i, hc]
  ring

/-- For symmetric `H` with lowest eigenvalue `E0`, every vector satisfies
`E0 ‖x‖² ≤ ⟨x, H x⟩`, and equality holds only if `H x = E0 x`. -/
theorem variational_bound (hH : H.IsSymmetric) (hE : IsGroundEnergy H E0) (x : V) :
    E0 * ‖x‖ ^ 2 ≤ inner ℝ x (H x) ∧
      (inner ℝ x (H x) = E0 * ‖x‖ ^ 2 → H x = E0 • x) := by
  have hterm : ∀ i ∈ (Finset.univ : Finset (Fin (finrank ℝ V))),
      0 ≤ (hH.eigenvalues rfl i - E0) * (inner ℝ (hH.eigenvectorBasis rfl i) x) ^ 2 := by
    intro i _
    have hi : E0 ≤ hH.eigenvalues rfl i := hE.2 (hH.hasEigenvalue_eigenvalues rfl i)
    exact mul_nonneg (sub_nonneg.2 hi) (sq_nonneg _)
  have hsum := excess_eq_sum hH E0 x
  refine ⟨by linarith [Finset.sum_nonneg hterm], fun heq => ?_⟩
  -- A vanishing sum of nonnegative terms has only vanishing terms.
  rw [heq, sub_self] at hsum
  have hzero := (Finset.sum_eq_zero_iff_of_nonneg hterm).1 hsum.symm
  have hv : ∀ i, inner ℝ (hH.eigenvectorBasis rfl i) (H x - E0 • x) = 0 := by
    intro i
    rw [inner_sub_right, inner_eigenbasis_apply hH x i, real_inner_smul_right, ← sub_mul]
    rcases mul_eq_zero.1 (hzero i (Finset.mem_univ i)) with h | h
    · rw [h, zero_mul]
    · rw [(pow_eq_zero_iff two_ne_zero).1 h, mul_zero]
  -- The residual has no component along any eigenvector.
  have hres : inner ℝ (H x - E0 • x) (H x - E0 • x) = 0 := by
    rw [← (hH.eigenvectorBasis rfl).sum_inner_mul_inner (H x - E0 • x) (H x - E0 • x)]
    exact Finset.sum_eq_zero fun i _ => by rw [hv i, mul_zero]
  exact sub_eq_zero.1 (inner_self_eq_zero.1 hres)

/-- In a nonzero subspace `W` the contracted energy is attained: it is the minimum of the mean
energy over the nonzero vectors of `W`. -/
theorem contractedEnergy_isLeast (H : V →ₗ[ℝ] V) (hW : W ≠ ⊥) :
    IsLeast (meanEnergy H '' {x | x ∈ W ∧ x ≠ 0}) (contractedEnergy H W) := by
  obtain ⟨y, hyW, hy⟩ := W.exists_mem_ne_zero_of_ne_bot hW
  have hunit : ∀ x ∈ W, x ≠ 0 → ‖x‖⁻¹ • x ∈ Metric.sphere (0 : V) 1 ∩ (W : Set V) := by
    intro x hxW hx
    refine ⟨?_, W.smul_mem _ hxW⟩
    rw [mem_sphere_zero_iff_norm, norm_smul, norm_inv, norm_norm,
      inv_mul_cancel₀ (norm_ne_zero_iff.2 hx)]
  have hcont : Continuous fun x : V => inner ℝ x (H x) := by
    have hHc : Continuous H := H.continuous_of_finiteDimensional
    fun_prop
  -- The unit sphere of `W` is compact, so the energy has a minimizer on it.
  have hcomp : IsCompact (Metric.sphere (0 : V) 1 ∩ (W : Set V)) :=
    (isCompact_sphere 0 1).inter_right W.closed_of_finiteDimensional
  obtain ⟨u, hu, hmin⟩ := hcomp.exists_isMinOn ⟨_, hunit y hyW hy⟩ hcont.continuousOn
  have hnorm : ‖u‖ = 1 := mem_sphere_zero_iff_norm.1 hu.1
  have hu0 : u ≠ 0 := norm_ne_zero_iff.1 (by rw [hnorm]; exact one_ne_zero)
  have hleast : IsLeast (meanEnergy H '' {x | x ∈ W ∧ x ≠ 0}) (meanEnergy H u) := by
    refine ⟨⟨u, ⟨hu.2, hu0⟩, rfl⟩, ?_⟩
    rintro _ ⟨x, ⟨hxW, hx⟩, rfl⟩
    have h : inner ℝ u (H u) ≤ inner ℝ (‖x‖⁻¹ • x) (H (‖x‖⁻¹ • x)) :=
      isMinOn_iff.1 hmin _ (hunit x hxW hx)
    have hscale : inner ℝ (‖x‖⁻¹ • x) (H (‖x‖⁻¹ • x)) = meanEnergy H x := by
      rw [map_smul, real_inner_smul_left, real_inner_smul_right, meanEnergy]
      ring
    have hone : meanEnergy H u = inner ℝ u (H u) := by simp [meanEnergy, hnorm]
    rw [hone, ← hscale]
    exact h
  unfold contractedEnergy
  rw [hleast.csInf_eq]
  exact hleast

/-- For symmetric `H` with lowest eigenvalue `E0` and a nonzero contracted basis `W`, the contracted
energy is at least `E0`, with equality if and only if `W` contains an eigenvector for `E0`. -/
theorem contraction_exact_iff (hH : H.IsSymmetric) (hE : IsGroundEnergy H E0) (hW : W ≠ ⊥) :
    E0 ≤ contractedEnergy H W ∧
      (contractedEnergy H W = E0 ↔ ∃ x ∈ W, End.HasEigenvector H E0 x) := by
  obtain ⟨⟨x, ⟨hxW, hx⟩, hxe⟩, hmin⟩ := contractedEnergy_isLeast H hW
  have hp : 0 < ‖x‖ ^ 2 := pow_pos (norm_pos_iff.2 hx) 2
  have hlow : E0 ≤ contractedEnergy H W := by
    rw [← hxe, meanEnergy, le_div_iff₀ hp]
    exact (variational_bound hH hE x).1
  refine ⟨hlow, fun h => ?_, ?_⟩
  · -- The minimizer itself is the eigenvector.
    rw [← hxe, meanEnergy, div_eq_iff hp.ne'] at h
    exact ⟨x, hxW, End.mem_eigenspace_iff.2 ((variational_bound hH hE x).2 h), hx⟩
  · rintro ⟨y, hyW, hy⟩
    have hle : contractedEnergy H W ≤ meanEnergy H y := hmin ⟨y, ⟨hyW, hy.2⟩, rfl⟩
    have hq : ‖y‖ ^ 2 ≠ 0 := pow_ne_zero 2 (norm_ne_zero_iff.2 hy.2)
    have hye : meanEnergy H y = E0 := by
      rw [meanEnergy, hy.apply_eq_smul, real_inner_smul_right, real_inner_self_eq_norm_sq,
        mul_div_assoc, div_self hq, mul_one]
    exact le_antisymm (hle.trans hye.le) hlow

/-- For symmetric `H` with lowest eigenvalue `E0`, a basis contracted to one nonzero function `g`
gives the energy `E0` if and only if `H g = E0 g`. -/
theorem single_contraction_exact_iff (hH : H.IsSymmetric) (hE : IsGroundEnergy H E0)
    {g : V} (hg : g ≠ 0) :
    contractedEnergy H (Submodule.span ℝ {g}) = E0 ↔ H g = E0 • g := by
  have hW : Submodule.span ℝ {g} ≠ ⊥ := fun h => hg (Submodule.span_singleton_eq_bot.1 h)
  rw [(contraction_exact_iff hH hE hW).2]
  constructor
  · rintro ⟨x, hx, hv⟩
    obtain ⟨c, rfl⟩ := Submodule.mem_span_singleton.1 hx
    have hc : c ≠ 0 := by
      rintro rfl
      exact hv.2 (zero_smul _ _)
    have h := hv.apply_eq_smul
    rw [map_smul, smul_comm E0 c] at h
    exact smul_right_injective V hc h
  · intro h
    exact ⟨g, Submodule.mem_span_singleton_self g, End.mem_eigenspace_iff.2 h, hg⟩

/-- Let `H` be symmetric and `H g = E g`. If `W` contains a nonzero approximation `x` to `g`, the
contracted energy exceeds `E` by at most a quadratic form in the deviation `x - g`, over `‖x‖²`. -/
theorem contraction_error_le (hH : H.IsSymmetric) {E : ℝ} {g x : V} (hg : H g = E • g)
    (hxW : x ∈ W) (hx : x ≠ 0) :
    contractedEnergy H W - E ≤
      (inner ℝ (x - g) (H (x - g)) - E * ‖x - g‖ ^ 2) / ‖x‖ ^ 2 := by
  have hW : W ≠ ⊥ := W.ne_bot_iff.2 ⟨x, hxW, hx⟩
  have hle : contractedEnergy H W ≤ inner ℝ x (H x) / ‖x‖ ^ 2 :=
    (contractedEnergy_isLeast H hW).2 ⟨x, ⟨hxW, hx⟩, rfl⟩
  have hs : inner ℝ g (H x) = E * inner ℝ g x := by
    rw [← hH g x, hg, real_inner_smul_left]
  -- The terms of first order in the deviation cancel.
  have key : inner ℝ (x - g) (H (x - g)) - E * ‖x - g‖ ^ 2 =
      inner ℝ x (H x) - E * ‖x‖ ^ 2 := by
    rw [← real_inner_self_eq_norm_sq (x - g), ← real_inner_self_eq_norm_sq x, map_sub, hg]
    simp only [inner_sub_left, inner_sub_right, real_inner_smul_right, hs]
    ring
  have hq : ‖x‖ ^ 2 ≠ 0 := pow_ne_zero 2 (norm_ne_zero_iff.2 hx)
  rw [key, sub_div, mul_div_assoc, div_self hq, mul_one]
  linarith

end

end BasisContraction
```

```lean
#print axioms BasisContraction.single_contraction_exact_iff
-- 'BasisContraction.single_contraction_exact_iff' depends on axioms: [propext, Classical.choice, Quot.sound]
#print axioms BasisContraction.contraction_error_le
-- 'BasisContraction.contraction_error_le' depends on axioms: [propext, Classical.choice, Quot.sound]
```

## From the eigenbasis to the minimiser

`inner_eigenbasis_apply` is the identity \(\langle b_i,Hx\rangle=\lambda_ic_i\), and `excess_eq_sum` turns it into the displayed sum. In `variational_bound`, `hterm` records that the terms are nonnegative, and `Finset.sum_eq_zero_iff_of_nonneg` makes each one vanish in the equality case. Then `hv` shows that the residual \(Hx-E_0x\) has no component along any \(b_i\), and `hres` that its norm is zero.

`contractedEnergy_isLeast` is the compactness argument. Here `hunit` normalises a vector of `W`, `exists_isMinOn` supplies \(u\), and `hscale` is the invariance of \(R\) under rescaling. This lemma does not use the symmetry of `H`.

The device that joins the two halves is `IsLeast`. An infimum is only a number and need not belong to any vector. `IsLeast S a` is a pair: `a` belongs to `S`, and `a` is a lower bound of `S`. In `contraction_exact_iff`, the first `obtain` unpacks the membership into a nonzero `x` in `W` whose mean energy is the contracted energy, and keeps the lower bound as `hmin`. The vector `x` gives the inequality and the forward direction through `variational_bound`; `hmin`, applied to a given eigenvector `y`, gives the converse.

`single_contraction_exact_iff` applies this theorem to a span and cancels the scalar `c`. In `contraction_error_le`, `key` is the cancellation of the first-order terms, and the lower-bound half of `IsLeast` compares the contracted energy with \(R(x)\).
